# A product of two unit vectors has stationary energy under separate variations exactly when both mean-field equations hold

## Two averaged Hamiltonians with the same eigenvalue

To treat two coupled vibrational modes, I fix a state $v$ of the second mode, average the full Hamiltonian $H$ over it, and diagonalise the result to get $u$. Then I average over $u$, solve for $v$, and repeat until neither changes. At convergence both averaged Hamiltonians give me the same eigenvalue, although I expected two different orbital energies. Have I really reached a stationary point of the energy, and is $u\otimes v$ then an eigenstate of $H$?

## Stationary, but not necessarily an eigenstate

Yes to the first question, for Hermitian $H$ in a finite orthonormal basis, provided the energy is varied among product states only; in general no to the second. The common eigenvalue is the total energy, because you averaged all of $H$. If $H=h_1\otimes 1+1\otimes h_2+W$, your operator for $u$ contains the constant $\langle v,h_2v\rangle$. Textbook orbital energies usually leave that constant out.

### From the product energy to two eigenvalue equations

Let $i,i'$ label the first basis and $j,j'$ the second. Define

$$(H_v)_{ii'}=\sum_{j,j'}\overline{v_j}\,H_{(i,j),(i',j')}\,v_{j'},\qquad
(H_u)_{jj'}=\sum_{i,i'}\overline{u_i}\,H_{(i,j),(i',j')}\,u_{i'} .$$

Writing out the energy of the product and grouping the sums in either order gives

$$\langle u\otimes v,H(u\otimes v)\rangle=\langle u,H_vu\rangle=\langle v,H_uv\rangle .$$

The squared norm factorises: $\|u\otimes v\|^2=\|u\|^2\|v\|^2$. So, with a unit vector $v$ frozen, the Rayleigh quotient of $H$ at $u'\otimes v$ is that of $H_v$ at $u'$. The same holds with the factors exchanged. Both operators are Hermitian; for the first,

$$\overline{(H_v)_{i'i}}=\sum_{j,j'}v_j\,\overline{H_{(i',j),(i,j')}}\,\overline{v_{j'}}
=\sum_{j,j'}\overline{v_{j'}}\,H_{(i,j'),(i',j)}\,v_j=(H_v)_{ii'} .$$

It remains to treat one Hermitian matrix $A$ and one unit vector $x$. Put $\varepsilon=\langle x,Ax\rangle$, which is real. For any complex vector $a$ and real $t$ close enough to $0$ that $x+ta\neq0$,

$$\frac{\langle x+ta,A(x+ta)\rangle}{\|x+ta\|^2}
=\frac{\varepsilon+2t\,\mathrm{Re}\langle a,Ax\rangle+t^2\langle a,Aa\rangle}{1+2t\,\mathrm{Re}\langle a,x\rangle+t^2\|a\|^2},$$

where Hermiticity made $\langle x,Aa\rangle$ the conjugate of $\langle a,Ax\rangle$. The quotient rule at $t=0$ gives the derivative

$$2\,\mathrm{Re}\langle a,Ax\rangle-2\varepsilon\,\mathrm{Re}\langle a,x\rangle=2\,\mathrm{Re}\langle a,Ax-\varepsilon x\rangle .$$

If this vanishes for every $a$, choose $a=r=Ax-\varepsilon x$. Then $2\|r\|^2=0$, so $Ax=\varepsilon x$. Conversely, if $r=0$, every derivative vanishes. Applying this to $H_v$ and $H_u$ gives

$$H_vu=Eu,\qquad H_uv=Ev,\qquad E=\langle u\otimes v,H(u\otimes v)\rangle .$$

Your iteration delivers eigenvectors without prescribing $E$, but that suffices: if $H_vu=\lambda u$, the inner product with $u$ gives $\lambda=E$, and likewise for $v$.

For the second question, take two qubits with $H=\sigma_x\otimes\sigma_x$ and $u=v=|0\rangle$. Both mean fields vanish because $\langle0|\sigma_x|0\rangle=0$, so both equations hold with $E=0$. Yet $H|00\rangle=|11\rangle$, which is not a multiple of $|00\rangle$.

### What the Lean statement says

In `hartree_stationary_iff`, `m` and `n` are finite index types labelling the two bases, and `H` is a matrix on pairs of labels. The hypotheses are `H.IsHermitian` and normalisation of both factors, `hu` and `hv`. The operators $H_v$ and $H_u$ are `meanLeft H v` and `meanRight H u`: the Lean name says which factor the operator acts on, the subscript which state was averaged over.

`expect` is $\langle x,Ax\rangle$ without normalisation, and `rayleigh` divides its real part by the squared norm. `StationaryAt` asks for zero derivative along $x+ta$ for every complex $a$, with no constraint that keeps the norm fixed. The theorem joins two such conditions, one per factor, and equates them with the two eigenvalue equations. The second theorem, `stationary_not_eigenvector`, is the qubit example.

The result concerns stationary points, not minima, and is silent on whether the iteration converges. It bears on self-consistent-field calculations for two distinguishable degrees of freedom in a finite basis; there is no antisymmetrisation, so it is not Hartree–Fock. The step from real modes, with their infinite-dimensional state spaces, to that finite basis has to be justified separately.

```lean
import Mathlib

open Matrix
open scoped Kronecker

namespace HartreeProductStationarity

noncomputable section

variable {k m n : Type*} [Fintype k] [Fintype m] [Fintype n]

/-- The expectation value `⟨x, A x⟩`, without normalisation. -/
def expect (A : Matrix k k ℂ) (x : k → ℂ) : ℂ := star x ⬝ᵥ A *ᵥ x

/-- The Rayleigh quotient `⟨x, A x⟩ / ⟨x, x⟩` (real part of the numerator), for nonzero `x`. -/
def rayleigh (A : Matrix k k ℂ) (x : k → ℂ) : ℝ :=
  (expect A x).re / (star x ⬝ᵥ x).re

/-- A real functional is stationary at `x` if its derivative at `x` vanishes along every
complex direction `a`. -/
def StationaryAt (R : (k → ℂ) → ℝ) (x : k → ℂ) : Prop :=
  ∀ a : k → ℂ, HasDerivAt (fun t : ℝ => R (x + (t : ℂ) • a)) 0 0

/-- The Hartree product `u ⊗ v` of two one-particle states. -/
def hartree (u : m → ℂ) (v : n → ℂ) : m × n → ℂ := fun p => u p.1 * v p.2

/-- The mean-field operator `H_v` on the first factor: `H` averaged over the state `v`
of the second. -/
def meanLeft (H : Matrix (m × n) (m × n) ℂ) (v : n → ℂ) : Matrix m m ℂ :=
  Matrix.of fun i i' => ∑ j, ∑ j', star (v j) * H (i, j) (i', j') * v j'

/-- The mean-field operator `H_u` on the second factor: `H` averaged over the state `u`
of the first. -/
def meanRight (H : Matrix (m × n) (m × n) ℂ) (u : m → ℂ) : Matrix n n ℂ :=
  Matrix.of fun j j' => ∑ i, ∑ i', star (u i) * H (i, j) (i', j') * u i'

/-- The expectation value of `H` at `u ⊗ v` equals that of `H_v` at `u`, both without normalisation.
-/
theorem expect_hartree_left (H : Matrix (m × n) (m × n) ℂ) (u : m → ℂ) (v : n → ℂ) :
    expect H (hartree u v) = expect (meanLeft H v) u := by
  simp only [expect, dotProduct, mulVec, hartree, meanLeft, Matrix.of_apply, Pi.star_apply,
    Fintype.sum_prod_type, Finset.mul_sum, Finset.sum_mul, star_mul']
  refine Finset.sum_congr rfl fun i _ => ?_
  rw [Finset.sum_comm]
  refine Finset.sum_congr rfl fun i' _ => Finset.sum_congr rfl fun j _ =>
    Finset.sum_congr rfl fun j' _ => ?_
  ring

/-- The expectation value of `H` at `u ⊗ v` equals that of `H_u` at `v`, both without normalisation.
-/
theorem expect_hartree_right (H : Matrix (m × n) (m × n) ℂ) (u : m → ℂ) (v : n → ℂ) :
    expect H (hartree u v) = expect (meanRight H u) v := by
  simp only [expect, dotProduct, mulVec, hartree, meanRight, Matrix.of_apply, Pi.star_apply,
    Fintype.sum_prod_type, Finset.mul_sum, Finset.sum_mul, star_mul']
  rw [Finset.sum_comm]
  refine Finset.sum_congr rfl fun j _ => ?_
  symm
  rw [Finset.sum_comm]
  refine Finset.sum_congr rfl fun i _ => ?_
  rw [Finset.sum_comm]
  refine Finset.sum_congr rfl fun i' _ => Finset.sum_congr rfl fun j' _ => ?_
  ring

/-- The squared norm of a Hartree product is the product of the squared norms. -/
theorem hartree_norm (u : m → ℂ) (v : n → ℂ) :
    star (hartree u v) ⬝ᵥ hartree u v = (star u ⬝ᵥ u) * (star v ⬝ᵥ v) := by
  simp only [dotProduct, hartree, Pi.star_apply, star_mul', Fintype.sum_prod_type,
    Finset.sum_mul_sum]
  refine Finset.sum_congr rfl fun i _ => Finset.sum_congr rfl fun j _ => ?_
  ring

/-- Both mean-field operators of a Hermitian `H` are Hermitian. -/
theorem mean_isHermitian {H : Matrix (m × n) (m × n) ℂ} (hH : H.IsHermitian)
    (u : m → ℂ) (v : n → ℂ) :
    (meanLeft H v).IsHermitian ∧ (meanRight H u).IsHermitian := by
  constructor
  · refine Matrix.IsHermitian.ext fun i i' => ?_
    simp only [meanLeft, Matrix.of_apply, star_sum, star_mul', star_star]
    rw [Finset.sum_comm]
    refine Finset.sum_congr rfl fun p _ => Finset.sum_congr rfl fun q _ => ?_
    rw [hH.apply (i, p) (i', q)]
    ring
  · refine Matrix.IsHermitian.ext fun j j' => ?_
    simp only [meanRight, Matrix.of_apply, star_sum, star_mul', star_star]
    rw [Finset.sum_comm]
    refine Finset.sum_congr rfl fun p _ => Finset.sum_congr rfl fun q _ => ?_
    rw [hH.apply (p, j) (q, j')]
    ring

/-- For Hermitian `A`, exchanging the two states conjugates the matrix element. -/
theorem hermitian_swap {A : Matrix k k ℂ} (hA : A.IsHermitian) (x a : k → ℂ) :
    star x ⬝ᵥ A *ᵥ a = star (star a ⬝ᵥ A *ᵥ x) := by
  simp only [dotProduct, mulVec, Finset.mul_sum, star_sum, star_mul', Pi.star_apply, star_star]
  rw [Finset.sum_comm]
  refine Finset.sum_congr rfl fun p _ => Finset.sum_congr rfl fun q _ => ?_
  rw [hA.apply q p]
  ring

/-- For Hermitian `A`, the real part of the unnormalised expectation value at `x + t a` is a
polynomial in `t` of degree at most two, with linear coefficient `2 Re ⟨a, A x⟩`. -/
theorem expect_line {A : Matrix k k ℂ} (hA : A.IsHermitian) (x a : k → ℂ) (t : ℝ) :
    (expect A (x + (t : ℂ) • a)).re =
      (expect A x).re + t * (2 * (star a ⬝ᵥ A *ᵥ x).re) + t ^ 2 * (expect A a).re := by
  have h : expect A (x + (t : ℂ) • a) = expect A x
      + (t : ℂ) * (star x ⬝ᵥ A *ᵥ a + star a ⬝ᵥ A *ᵥ x) + (t : ℂ) ^ 2 * expect A a := by
    simp only [expect, star_add, star_smul, mulVec_add, mulVec_smul, dotProduct_add,
      add_dotProduct, smul_dotProduct, dotProduct_smul, smul_eq_mul, Complex.star_def,
      Complex.conj_ofReal]
    ring
  rw [h, hermitian_swap hA x a]
  simp only [← Complex.ofReal_pow, Complex.add_re, Complex.re_ofReal_mul, Complex.star_def,
    Complex.conj_re]
  ring

/-- For Hermitian `A` and a unit vector `x`, the Rayleigh quotient has derivative
`2 Re ⟨a, A x - E x⟩` in the direction `a`, where `E = ⟨x, A x⟩`. -/
theorem rayleigh_hasDerivAt {A : Matrix k k ℂ} (hA : A.IsHermitian) {x : k → ℂ}
    (hx : star x ⬝ᵥ x = 1) (a : k → ℂ) :
    HasDerivAt (fun t : ℝ => rayleigh A (x + (t : ℂ) • a))
      (2 * (star a ⬝ᵥ (A *ᵥ x - expect A x • x)).re) 0 := by
  classical
  have hq : ∀ c₀ c₁ c₂ : ℝ, HasDerivAt (fun t : ℝ => c₀ + t * c₁ + t ^ 2 * c₂) c₁ 0 := by
    intro c₀ c₁ c₂
    have h := (((hasDerivAt_id' (0 : ℝ)).mul_const c₁).const_add c₀).fun_add
      ((hasDerivAt_pow 2 (0 : ℝ)).mul_const c₂)
    exact h.congr_deriv (by simp)
  -- the squared norm is the expectation value of the identity
  have hd : ∀ t : ℝ, (star (x + (t : ℂ) • a) ⬝ᵥ (x + (t : ℂ) • a)).re =
      1 + t * (2 * (star a ⬝ᵥ x).re) + t ^ 2 * (star a ⬝ᵥ a).re := by
    intro t
    have h := expect_line (A := (1 : Matrix k k ℂ)) Matrix.isHermitian_one x a t
    simpa only [expect, Matrix.one_mulVec, hx, Complex.one_re] using h
  have him : (expect A x).im = 0 := by
    have h := congrArg Complex.im (hermitian_swap hA x x)
    simp only [Complex.star_def, Complex.conj_im] at h
    unfold expect
    linarith
  have h := (hq (expect A x).re (2 * (star a ⬝ᵥ A *ᵥ x).re) (expect A a).re).fun_div
    (hq 1 (2 * (star a ⬝ᵥ x).re) (star a ⬝ᵥ a).re) (by simp)
  have hfun : (fun t : ℝ => rayleigh A (x + (t : ℂ) • a)) = fun t : ℝ =>
      ((expect A x).re + t * (2 * (star a ⬝ᵥ A *ᵥ x).re) + t ^ 2 * (expect A a).re) /
      (1 + t * (2 * (star a ⬝ᵥ x).re) + t ^ 2 * (star a ⬝ᵥ a).re) := by
    funext t
    rw [rayleigh, expect_line hA, hd]
  rw [hfun]
  refine h.congr_deriv ?_
  rw [dotProduct_sub, dotProduct_smul, smul_eq_mul, Complex.sub_re, Complex.mul_re, him]
  ring

/-- For Hermitian `A`, the Rayleigh quotient is stationary at a unit vector `x` exactly when
`A x = E x` with `E = ⟨x, A x⟩`. -/
theorem rayleigh_stationary_iff {A : Matrix k k ℂ} (hA : A.IsHermitian) {x : k → ℂ}
    (hx : star x ⬝ᵥ x = 1) :
    StationaryAt (rayleigh A) x ↔ A *ᵥ x = expect A x • x := by
  have hpos : ∀ r : k → ℂ, (star r ⬝ᵥ r).re = 0 → r = 0 := by
    intro r hr
    have h : (star r ⬝ᵥ r).re = ∑ i, Complex.normSq (r i) := by
      simp [dotProduct, Complex.normSq_apply]
    rw [h] at hr
    funext i
    exact Complex.normSq_eq_zero.1 ((Finset.sum_eq_zero_iff_of_nonneg
      (fun i _ => Complex.normSq_nonneg (r i))).1 hr i (Finset.mem_univ i))
  constructor
  · intro h
    -- vary along the residual itself
    have h0 := (rayleigh_hasDerivAt hA hx (A *ᵥ x - expect A x • x)).unique (h _)
    exact sub_eq_zero.1 (hpos _ (by linarith))
  · intro h a
    refine (rayleigh_hasDerivAt hA hx a).congr_deriv ?_
    rw [sub_eq_zero.2 h, dotProduct_zero, Complex.zero_re, mul_zero]

/-- For Hermitian `H` and unit vectors `u`, `v`, the Rayleigh quotient at `u ⊗ v` is stationary
under all separate variations of `u` and of `v` if and only if `H_v u = E u` and `H_u v = E v`,
where `E = ⟨u ⊗ v, H (u ⊗ v)⟩`. -/
theorem hartree_stationary_iff {H : Matrix (m × n) (m × n) ℂ} (hH : H.IsHermitian)
    {u : m → ℂ} {v : n → ℂ} (hu : star u ⬝ᵥ u = 1) (hv : star v ⬝ᵥ v = 1) :
    (StationaryAt (fun u' => rayleigh H (hartree u' v)) u ∧
      StationaryAt (fun v' => rayleigh H (hartree u v')) v) ↔
    (meanLeft H v *ᵥ u = expect H (hartree u v) • u ∧
      meanRight H u *ᵥ v = expect H (hartree u v) • v) := by
  -- with one factor frozen, the quotient is that of the mean-field operator
  have hl : (fun u' => rayleigh H (hartree u' v)) = rayleigh (meanLeft H v) := by
    funext u'
    rw [rayleigh, rayleigh, expect_hartree_left, hartree_norm, hv, mul_one]
  have hr : (fun v' => rayleigh H (hartree u v')) = rayleigh (meanRight H u) := by
    funext v'
    rw [rayleigh, rayleigh, expect_hartree_right, hartree_norm, hu, one_mul]
  rw [hl, hr, rayleigh_stationary_iff (mean_isHermitian hH u v).1 hu,
    rayleigh_stationary_iff (mean_isHermitian hH u v).2 hv,
    ← expect_hartree_left, ← expect_hartree_right]

/-- The state `|0⟩ ⊗ |0⟩` of two qubits coupled by `σx ⊗ σx` is stationary under separate
variations of both factors, yet it is not an eigenvector of the Hamiltonian. -/
theorem stationary_not_eigenvector :
    let H : Matrix (Fin 2 × Fin 2) (Fin 2 × Fin 2) ℂ := !![0, 1; 1, 0] ⊗ₖ !![0, 1; 1, 0]
    let e : Fin 2 → ℂ := ![1, 0]
    (StationaryAt (fun u' => rayleigh H (hartree u' e)) e ∧
      StationaryAt (fun v' => rayleigh H (hartree e v')) e) ∧
    ∀ c : ℂ, H *ᵥ hartree e e ≠ c • hartree e e := by
  intro H e
  have hH : H.IsHermitian := by
    refine Matrix.IsHermitian.ext ?_
    rintro ⟨i, j⟩ ⟨i', j'⟩
    fin_cases i <;> fin_cases j <;> fin_cases i' <;> fin_cases j' <;>
      simp [H, Matrix.kroneckerMap_apply]
  have he : star e ⬝ᵥ e = 1 := by simp [e, dotProduct, Fin.sum_univ_two]
  refine ⟨(hartree_stationary_iff hH he he).2 ⟨?_, ?_⟩, ?_⟩
  · ext i
    fin_cases i <;> simp [H, e, meanLeft, expect, hartree, mulVec, dotProduct,
      Fintype.sum_prod_type, Fin.sum_univ_two, Matrix.kroneckerMap_apply]
  · ext i
    fin_cases i <;> simp [H, e, meanRight, expect, hartree, mulVec, dotProduct,
      Fintype.sum_prod_type, Fin.sum_univ_two, Matrix.kroneckerMap_apply]
  · intro c h
    -- the Hamiltonian flips both qubits, so compare the amplitudes on `|1⟩ ⊗ |1⟩`
    have h1 := congrFun h (1, 1)
    simp [H, e, hartree, mulVec, dotProduct, Fintype.sum_prod_type, Fin.sum_univ_two,
      Matrix.kroneckerMap_apply] at h1

end

end HartreeProductStationarity
```

```lean
#print axioms HartreeProductStationarity.stationary_not_eigenvector
```

```
'HartreeProductStationarity.stationary_not_eigenvector' depends on axioms: [propext, Classical.choice, Quot.sound]
```

### The same steps in the proof

`expect_hartree_left`, `expect_hartree_right` and `hartree_norm` expand everything into finite sums; where the order of summation differs, `Finset.sum_comm` exchanges the sums, and `ring` matches the terms. `mean_isHermitian` is the conjugation computed above.

`hermitian_swap` relates the two cross terms, and `expect_line` gives the quadratic in $t$. In `rayleigh_hasDerivAt`, the denominator comes from the same lemma with $A=1$, `him` shows that $\varepsilon$ is real, and `fun_div` is the quotient rule. `rayleigh_stationary_iff` then varies along the residual, with `hpos` saying that a vector of zero norm is zero.

In the main theorem, `hl` and `hr` identify each frozen-factor quotient with that of a mean-field operator, and the one-vector result is applied twice. For the qubits, the mean-field equations are checked component by component; the eigenvector claim fails at the amplitude on $|11\rangle$.

### Two derivatives of one function

The choice $a=r$ enters Lean through `HasDerivAt.unique`. `HasDerivAt f d 0` states that $f$ is differentiable at $0$ with derivative $d$. Stationarity supplies this with $d=0$, and `rayleigh_hasDerivAt` supplies it with $d=2\,\mathrm{Re}\langle r,r\rangle$. Uniqueness equates the two values. For a general functional, a definition through `deriv f 0 = 0` would be weaker, since Mathlib's `deriv` is also zero where $f$ is not differentiable. At a unit vector the Rayleigh quotient is differentiable along every line, so here the two definitions agree.

### A non-Hermitian matrix that breaks the equivalence

Take $H=i\,\sigma_x\otimes1$, where $i$ is now the imaginary unit, and $u=v=|0\rangle$. Every expectation value of $H$ is imaginary, so the quotient, built from the real part, is identically zero and every product is stationary. But $H_vu=i|1\rangle$, while $E=0$. Without Hermiticity, stationarity therefore no longer implies the mean-field equations. Since this $H$ is normal, assuming normality instead would not restore the implication.
